# The Breit-Wigner formula for transmission through one level coupled to two channels

A single level of energy ε is coupled by real amplitudes w₁ and w₂, independent of energy, to two open channels. With W the row (w₁, w₂), the scattering matrix is S = 1 − i W* G W, where G is the inverse of E − ε + (i/2) W W*. In this normalisation w₁² and w₂² are the partial widths of the level. The theorem `breit_wigner` says that at real energy E the squared modulus of the off-diagonal entry `S 0 1`, the transmission probability, is w₁²w₂² / ((E − ε)² + ((w₁² + w₂²)/2)²). It assumes that the 1 × 1 matrix `G` satisfies `openOperator … * G = 1`, which rules out a zero denominator. The proof reads this hypothesis as an equation between complex numbers and takes squared moduli to find the size of `G 0 0`. It then writes the scattering entry in terms of `G 0 0` and combines the two.

The failing Lean file:

```lean
import Mathlib

open Matrix
open scoped ComplexOrder

namespace BreitWigner

noncomputable section

variable {n m : Type*} [Fintype n] [DecidableEq n] [Fintype m]

/-- The operator `E - H + (i/2) W W*` of a system with Hamiltonian `H` coupled by `W`
to open channels, at real energy `E`. -/
def openOperator (H : Matrix n n ℂ) (W : Matrix n m ℂ) (E : ℝ) : Matrix n n ℂ :=
  (E : ℂ) • (1 : Matrix n n ℂ) - H + (Complex.I / 2) • (W * Wᴴ)

/-- The transition matrix `K = W* G W` between channels. -/
def transitionMatrix (W : Matrix n m ℂ) (G : Matrix n n ℂ) : Matrix m m ℂ :=
  Wᴴ * G * W

/-- The scattering matrix `S = 1 - i W* G W`. -/
def scatteringMatrix [DecidableEq m] (W : Matrix n m ℂ) (G : Matrix n n ℂ) :
    Matrix m m ℂ :=
  1 - Complex.I • transitionMatrix W G

/-- The Breit-Wigner formula: transmission through one level `ε` with real couplings
`w₁`, `w₂` to two channels, whenever the Green's matrix `G` exists. -/
theorem breit_wigner (ε E w₁ w₂ : ℝ) {G : Matrix (Fin 1) (Fin 1) ℂ}
    (hG : openOperator !![(ε : ℂ)] !![(w₁ : ℂ), (w₂ : ℂ)] E * G = 1) :
    ‖scatteringMatrix !![(w₁ : ℂ), (w₂ : ℂ)] G 0 1‖ ^ 2 =
      w₁ ^ 2 * w₂ ^ 2 / ((E - ε) ^ 2 + ((w₁ ^ 2 + w₂ ^ 2) / 2) ^ 2) := by
  have h1 : (((E - ε : ℝ) : ℂ) + (((w₁ ^ 2 + w₂ ^ 2) / 2 : ℝ) : ℂ) * Complex.I)
      * G 0 0 = 1 := by
    have h := congrFun (congrFun hG 0) 0
    simp [openOperator, Matrix.mul_apply, Fin.sum_univ_succ] at h
    push_cast
    linear_combination h
  have h2 := congrArg Complex.normSq h1
  rw [map_mul, Complex.normSq_add_mul_I, map_one] at h2
  have hD : (E - ε) ^ 2 + ((w₁ ^ 2 + w₂ ^ 2) / 2) ^ 2 ≠ 0 := by
    intro h
    rw [h, zero_mul] at h2
    exact zero_ne_one h2
  have hS : scatteringMatrix !![(w₁ : ℂ), (w₂ : ℂ)] G 0 1 =
      -(Complex.I * (w₁ * G 0 0 * w₂)) := by
    simp [scatteringMatrix, transitionMatrix, Matrix.mul_apply]
  rw [← Complex.normSq_eq_norm_sq, hS, Complex.normSq_neg, eq_div_iff hD]
  simp only [map_mul, Complex.normSq_I, Complex.normSq_ofReal]
  linear_combination w₁ ^ 2 * w₂ ^ 2 * h2

end

end BreitWigner
```

Compiling this gives:

```
Main.lean:37:4: error: ring failed, ring expressions not equal
ε E w₁ w₂ : ℝ
G : Matrix (Fin 1) (Fin 1) ℂ
hG : openOperator !![↑ε] !![↑w₁, ↑w₂] E * G = 1
h : (↑E - ↑ε + Complex.I / 2 * (![↑w₁, ↑w₂] ᵥ* !![↑w₁, ↑w₂]ᴴ) 0) * G 0 0 = 1
⊢ ↑w₁ ^ 2 * Complex.I * G 0 0 * (1 / 2) + ↑w₂ ^ 2 * Complex.I * G 0 0 * (1 / 2) +
      Complex.I * G 0 0 * (![↑w₁, ↑w₂] ᵥ* !![↑w₁, ↑w₂]ᴴ) 0 * (-1 / 2) =
    0
Main.lean:35:42: warning: This simp argument is unused:
  Fin.sum_univ_succ

Hint: Omit it from the simp argument list.
  [apply] simp [openOperator, Matrix.mul_apply] at h

Note: This linter can be disabled with `set_option linter.unusedSimpArgs false`
```

What went wrong. The error is in `h1`, the scalar form of the hypothesis on `G`. After `simp`, the level's coupling term in `h` still contains `(![↑w₁, ↑w₂] ᵥ* !![↑w₁, ↑w₂]ᴴ) 0`, an entry of a vector-matrix product. Its value is w₁² + w₂², but `ring1`, which `linear_combination` calls to check the result, doesn't unfold such a product and treats the entry as an unknown. The terms in `w₁ ^ 2` and `w₂ ^ 2` from the goal therefore have nothing to cancel against, and they remain in the failed equation.

The warning that `Fin.sum_univ_succ` is unused has the same origin: the sum over the two channels was hidden inside `ᵥ*`, where the lemma couldn't reach it. The outer product with `G` does give a sum, but it has only one term, and `simp` evaluated it with other lemmas.

The repair gives `simp` two more definitions. `Matrix.vecMul` turns the entry into a dot product, and `dotProduct` turns that into a sum, which `Fin.sum_univ_succ` can now expand. The coupling term in `h` becomes an explicit expression in `w₁` and `w₂`, and `linear_combination h` closes the goal.

After these edits no error is left:

```diff
@@ -33,5 +33,6 @@
       * G 0 0 = 1 := by
     have h := congrFun (congrFun hG 0) 0
-    simp [openOperator, Matrix.mul_apply, Fin.sum_univ_succ] at h
+    simp [openOperator, Matrix.mul_apply, Matrix.vecMul, dotProduct,
+      Fin.sum_univ_succ] at h
     push_cast
     linear_combination h
```
